# Weak-disorder limit of the average −ln|τ|² for one impurity in a tight-binding band

Let $t$ and $E$ be real with $E^2<4t^2$, put $D=4t^2-E^2$, and let
$$F(W)=\frac1W\int_{-W/2}^{W/2}\ln\!\left(1+\frac{x^2}{D}\right)dx .$$
Then $F(W)/W^2\to 1/(12D)$ as $W\to0^+$, and for every $W>0$
$$\frac1{12D}-\frac{W^2}{80D^2}\;\le\;\frac{F(W)}{W^2}\;\le\;\frac1{12D}.$$

Here $t$ is the nearest-neighbour hopping of an infinite, non-interacting chain with one orbital per site, $E$ is an energy inside its band, and $x$ is the on-site energy of a single impurity; all other site energies are zero. The integrand is $-\ln|\tau|^2$, where $\tau$ is the transmission amplitude of that impurity. Its average is the single-site input to weak-disorder estimates of the localization length; the localization length of a chain with many random sites is not derived here.

```lean
import Mathlib

open Filter Topology

namespace WeakDisorderLocalization

noncomputable section
```

## A scattering wave on the chain

A Bloch wave with real wavenumber $k$ (lattice spacing 1) gains the factor $e^{ik}$ from one site to the next.

```lean
/-- The Bloch phase `e^{ik}` gained from one site to the next. -/
def phase (k : ℝ) : ℂ := Complex.exp (k * Complex.I)
```

Its energy is $E=2t\cos k$, and the parameter that will enter the amplitudes is $v=2t\sin k$. With this sign of the hopping term the group velocity is $\hbar^{-1}dE/dk=-v/\hbar$, so $e^{ikn}$ travels to the right when $v<0$. The final formulas contain only $v^2$ and hold for either sign.

```lean
/-- The velocity parameter `2t sin k` of a Bloch wave. -/
def velocity (t k : ℝ) : ℝ := 2 * t * Real.sin k
```

To the left of the impurity the wave is a superposition of two opposite plane waves, $e^{ikn}+r\,e^{-ikn}$, with a complex amplitude $r$. The site index $n$ is an integer, so the powers below include negative ones.

```lean
/-- The superposition `e^{ikn} + r e^{-ikn}` of two opposite plane waves. -/
def leftWave (k : ℝ) (r : ℂ) (n : ℤ) : ℂ := phase k ^ n + r * (phase k)⁻¹ ^ n
```

The impurity sits at site 0. From there onwards the wave is $\tau e^{ikn}$. For $v<0$ this describes incidence from the left, with reflection amplitude $r$ and transmission amplitude $\tau$. For $v>0$ it is the complex conjugate of such a wave, whose transmission amplitude is $\tau^*$, so $|\tau|^2$ has the same meaning.

```lean
/-- The scattering wave: `e^{ikn} + r e^{-ikn}` to the left of site 0, and `τ e^{ikn}` from
site 0 onwards. -/
def scatteringWave (k : ℝ) (r τ : ℂ) (n : ℤ) : ℂ :=
  if n < 0 then leftWave k r n else τ * phase k ^ n
```

The stationary Schrödinger equation is imposed at every integer site:
$$t(\psi_{n+1}+\psi_{n-1})+x\,\delta_{n0}\,\psi_n=E\psi_n .$$
`IsStationary t x E ψ` states exactly this. It asks for no normalisation, as is appropriate for an extended wave.

```lean
/-- The stationary Schrödinger equation at energy `E` on the infinite chain with hopping `t`
and a single impurity of on-site energy `x` at site 0. -/
def IsStationary (t x E : ℝ) (ψ : ℤ → ℂ) : Prop :=
  ∀ n : ℤ, (t : ℂ) * (ψ (n + 1) + ψ (n - 1)) + (if n = 0 then (x : ℂ) else 0) * ψ n
    = (E : ℂ) * ψ n
```

The disorder enters through the distribution of $x$, which is uniform on $[-W/2,W/2]$ with density $1/W$. `disorderAverage t E W` is the $F(W)$ of the opening.

```lean
/-- The average of `ln(1 + x²/(4t² - E²))` over a site energy `x` uniform in `[-W/2, W/2]`. -/
def disorderAverage (t E W : ℝ) : ℝ :=
  (∫ x in (-(W / 2))..(W / 2), Real.log (1 + x ^ 2 / (4 * t ^ 2 - E ^ 2))) / W
```

## Two matching conditions

The algebra needs $e^{ik}\neq0$ and Euler's formula for $e^{ik}$ and $e^{-ik}$.

```lean
lemma phase_ne_zero (k : ℝ) : phase k ≠ 0 := Complex.exp_ne_zero _

lemma phase_eq (k : ℝ) : phase k = Complex.cos k + Complex.sin k * Complex.I :=
  Complex.exp_mul_I _

lemma phase_inv_eq (k : ℝ) :
    (phase k)⁻¹ = Complex.cos k - Complex.sin k * Complex.I := by
  unfold phase
  rw [← Complex.exp_neg, show -((k : ℂ) * Complex.I) = (-(k : ℂ)) * Complex.I by ring,
    Complex.exp_mul_I, Complex.cos_neg, Complex.sin_neg]
  ring
```

Away from the impurity, plane waves solve the equation by themselves. Since $e^{\pm ik(n+1)}+e^{\pm ik(n-1)}=(e^{ik}+e^{-ik})e^{\pm ikn}$, any superposition $\phi_n=e^{ikn}+r e^{-ikn}$ satisfies
$$\phi_{n+1}+\phi_{n-1}=(e^{ik}+e^{-ik})\,\phi_n=2\cos k\;\phi_n .$$

```lean
/-- Opposite plane waves obey the hopping recursion of the clean chain. -/
theorem leftWave_free (k : ℝ) (r : ℂ) (n : ℤ) :
    leftWave k r (n + 1) + leftWave k r (n - 1)
      = (phase k + (phase k)⁻¹) * leftWave k r n := by
  have hz := phase_ne_zero k
  have hw := inv_ne_zero hz
  unfold leftWave
  rw [zpow_add_one₀ hz, zpow_sub_one₀ hz, zpow_add_one₀ hw, zpow_sub_one₀ hw, inv_inv]
  ring
```

Only sites $-1$ and $0$ therefore impose conditions. At site $-1$ the equation reads $t(\tau+\phi_{-2})=E\phi_{-1}$, while the free recursion gives $t(\phi_0+\phi_{-2})=E\phi_{-1}$ with $\phi_0=1+r$. Subtracting and dividing by $t\ne0$ yields
$$\tau=1+r .$$
At site $0$,
$$t\left(\tau e^{ik}+e^{-ik}+re^{ik}\right)+x\tau=t(e^{ik}+e^{-ik})\tau .$$
Cancelling $t\tau e^{ik}$ and inserting $r=\tau-1$ gives
$$\tau\left[x+t(e^{ik}-e^{-ik})\right]=t(e^{ik}-e^{-ik}),$$
and because $t(e^{ik}-e^{-ik})=iv$,
$$\tau(x+iv)=iv .$$

The theorem states this as an equivalence. In the forward direction the proof evaluates the equation at $n=-1$ and $n=0$, and `linear_combination` carries out the two eliminations above. In the reverse direction it treats $n<-1$, $n=-1$, $n=0$ and $n>0$ separately; the first and last cases are the free recursion.

```lean
/-- For `t ≠ 0` and `E = 2t cos k`, the scattering wave is stationary exactly when its amplitudes
satisfy `τ = 1 + r` and `τ (x + iv) = iv` with `v = 2t sin k`. -/
theorem stationary_iff {t x E k : ℝ} (r τ : ℂ) (ht : t ≠ 0) (hE : E = 2 * t * Real.cos k) :
    IsStationary t x E (scatteringWave k r τ) ↔
      τ = 1 + r ∧ τ * ((x : ℂ) + (velocity t k : ℂ) * Complex.I)
        = (velocity t k : ℂ) * Complex.I := by
  have htc : (t : ℂ) ≠ 0 := Complex.ofReal_ne_zero.mpr ht
  have hEc : (E : ℂ) = t * (phase k + (phase k)⁻¹) := by
    rw [hE, phase_inv_eq, phase_eq]
    push_cast
    ring
  have hS : (velocity t k : ℂ) * Complex.I = t * (phase k - (phase k)⁻¹) := by
    rw [phase_inv_eq, phase_eq]
    unfold velocity
    push_cast
    ring
  -- values of the wave around the site to the left of the impurity
  have a1 : scatteringWave k r τ (-1 + 1) = τ := by simp [scatteringWave]
  have b1 : scatteringWave k r τ (-1 - 1) = leftWave k r (-1 - 1) := if_pos (by norm_num)
  have c1 : scatteringWave k r τ (-1) = leftWave k r (-1) := if_pos (by norm_num)
  have i1 : (if (-1 : ℤ) = 0 then (x : ℂ) else 0) = 0 := if_neg (by norm_num)
  have f1 := leftWave_free k r (-1)
  have d1 : leftWave k r (-1 + 1) = 1 + r := by simp [leftWave]
  rw [d1] at f1
  -- values of the wave around the impurity
  have a0 : scatteringWave k r τ (0 + 1) = τ * phase k := by simp [scatteringWave]
  have b0 : scatteringWave k r τ (0 - 1) = (phase k)⁻¹ + r * phase k := by
    simp [scatteringWave, leftWave]
  have c0 : scatteringWave k r τ 0 = τ := by simp [scatteringWave]
  have i0 : (if (0 : ℤ) = 0 then (x : ℂ) else 0) = x := if_pos rfl
  constructor
  · intro h
    have h1 := h (-1)
    have h0 := h 0
    rw [a1, b1, c1, i1, hEc] at h1
    rw [a0, b0, c0, i0, hEc] at h0
    have e1 : τ = 1 + r := mul_left_cancel₀ htc (by linear_combination h1 - (t : ℂ) * f1)
    exact ⟨e1, by linear_combination h0 + (t : ℂ) * phase k * e1 + (τ - 1) * hS⟩
  · rintro ⟨e1, e2⟩ n
    obtain h | h | h | h : n < -1 ∨ n = -1 ∨ n = 0 ∨ 0 < n := by omega
    · have a : scatteringWave k r τ (n + 1) = leftWave k r (n + 1) := if_pos (by omega)
      have b : scatteringWave k r τ (n - 1) = leftWave k r (n - 1) := if_pos (by omega)
      have c : scatteringWave k r τ n = leftWave k r n := if_pos (by omega)
      have i : (if n = 0 then (x : ℂ) else 0) = 0 := if_neg (by omega)
      rw [a, b, c, i, hEc]
      linear_combination (t : ℂ) * leftWave_free k r n
    · subst h
      rw [a1, b1, c1, i1, hEc]
      linear_combination (t : ℂ) * f1 + (t : ℂ) * e1
    · subst h
      rw [a0, b0, c0, i0, hEc]
      linear_combination e2 - (t : ℂ) * phase k * e1 - (τ - 1) * hS
    · have a : scatteringWave k r τ (n + 1) = τ * phase k ^ (n + 1) := if_neg (by omega)
      have b : scatteringWave k r τ (n - 1) = τ * phase k ^ (n - 1) := if_neg (by omega)
      have c : scatteringWave k r τ n = τ * phase k ^ n := if_neg (by omega)
      have i : (if n = 0 then (x : ℂ) else 0) = 0 := if_neg (by omega)
      rw [a, b, c, i, hEc, zpow_add_one₀ (phase_ne_zero k), zpow_sub_one₀ (phase_ne_zero k)]
      ring
```

## Transmission through the impurity

From $\sin^2k+\cos^2k=1$,
$$v^2=4t^2\sin^2k=4t^2-E^2=D .$$

```lean
lemma velocity_sq {t E k : ℝ} (hE : E = 2 * t * Real.cos k) :
    velocity t k ^ 2 = 4 * t ^ 2 - E ^ 2 := by
  rw [hE]
  unfold velocity
  linear_combination 4 * t ^ 2 * Real.sin_sq_add_cos_sq k
```

Scattering waves of this form exist. If $t\neq0$ and $\sin k\neq0$, then $v\neq0$, so $x+iv$ has a nonzero imaginary part and one may take
$$\tau=\frac{iv}{x+iv},\qquad r=\tau-1 .$$
Every energy with $E^2<4t^2$ is reached by such a $k$, for instance $k=\arccos(E/2t)$.

```lean
/-- For `t ≠ 0` and `sin k ≠ 0`, the amplitudes `τ = iv/(x + iv)` and `r = τ - 1` give a
stationary scattering wave at energy `2t cos k`. -/
theorem stationary_witness {t k : ℝ} (x : ℝ) (ht : t ≠ 0) (hk : Real.sin k ≠ 0) :
    IsStationary t x (2 * t * Real.cos k) (scatteringWave k
      ((velocity t k : ℂ) * Complex.I / (x + (velocity t k : ℂ) * Complex.I) - 1)
      ((velocity t k : ℂ) * Complex.I / (x + (velocity t k : ℂ) * Complex.I))) := by
  have hv : velocity t k ≠ 0 := mul_ne_zero (mul_ne_zero two_ne_zero ht) hk
  have hne : (x : ℂ) + (velocity t k : ℂ) * Complex.I ≠ 0 := by
    intro h
    apply hv
    simpa using congrArg Complex.im h
  exact (stationary_iff _ _ ht rfl).2 ⟨by ring, div_mul_cancel₀ _ hne⟩
```

Taking the squared modulus of $\tau(x+iv)=iv$ gives $|\tau|^2(x^2+v^2)=v^2$, hence
$$|\tau|^2=\frac{D}{D+x^2}=\frac{1}{1+x^2/D}.$$
The Lean statement assumes that the wave is stationary and concludes this for its $\tau$. The proof applies `Complex.normSq`, the squared modulus, to both sides of the matching condition. The hypothesis $E^2<4t^2$ supplies both $t\neq0$ and $D>0$.

```lean
/-- Inside the band, a single impurity of energy `x` transmits with probability
`|τ|² = 1/(1 + x²/(4t² - E²))`. -/
theorem transmission_probability {t x E k : ℝ} {r τ : ℂ} (h : E ^ 2 < 4 * t ^ 2)
    (hE : E = 2 * t * Real.cos k) (hψ : IsStationary t x E (scatteringWave k r τ)) :
    ‖τ‖ ^ 2 = 1 / (1 + x ^ 2 / (4 * t ^ 2 - E ^ 2)) := by
  have ht : t ≠ 0 := by
    intro h0
    rw [h0] at h
    nlinarith [sq_nonneg E]
  have e := congrArg Complex.normSq ((stationary_iff r τ ht hE).1 hψ).2
  rw [Complex.normSq_mul, Complex.normSq_add_mul_I, Complex.normSq_mul, Complex.normSq_I,
    Complex.normSq_ofReal] at e
  have hv := velocity_sq hE
  have hD : 0 < 4 * t ^ 2 - E ^ 2 := by linarith
  have hx : x ^ 2 / (4 * t ^ 2 - E ^ 2) * (4 * t ^ 2 - E ^ 2) = x ^ 2 :=
    div_mul_cancel₀ _ hD.ne'
  have hq : 0 ≤ x ^ 2 / (4 * t ^ 2 - E ^ 2) := div_nonneg (sq_nonneg x) hD.le
  rw [Complex.sq_norm, eq_div_iff (by linarith)]
  apply mul_right_cancel₀ hD.ne'
  linear_combination e + Complex.normSq τ * hx + (1 - Complex.normSq τ) * hv
```

The incoming and transmitted waves have the same speed, so $|\tau|^2$ is the transmission probability. Its negative logarithm is the integrand of $F$:
$$-\ln|\tau|^2=\ln\!\left(1+\frac{x^2}{D}\right).$$

```lean
/-- Inside the band, the logarithm averaged over disorder is `-ln |τ|²` for a single impurity. -/
theorem neg_log_transmission {t x E k : ℝ} {r τ : ℂ} (h : E ^ 2 < 4 * t ^ 2)
    (hE : E = 2 * t * Real.cos k) (hψ : IsStationary t x E (scatteringWave k r τ)) :
    -Real.log (‖τ‖ ^ 2) = Real.log (1 + x ^ 2 / (4 * t ^ 2 - E ^ 2)) := by
  rw [transmission_probability h hE hψ, one_div, Real.log_inv, neg_neg]
```

## Averaging over the impurity energy

For $y\ge0$ the logarithm obeys $y-y^2\le\ln(1+y)\le y$. The upper bound is standard. For the lower one, $(1+y)(1-y+y^2)=1+y^3\ge1$ gives $1/(1+y)\le1-y+y^2$, and so
$$\ln(1+y)\ge1-\frac1{1+y}\ge y-y^2 .$$

```lean
lemma sub_sq_le_log {y : ℝ} (hy : 0 ≤ y) : y - y ^ 2 ≤ Real.log (1 + y) := by
  have h1 : 0 < 1 + y := by linarith
  have h2 := Real.one_sub_inv_le_log_of_pos h1
  have h3 : (1 + y)⁻¹ ≤ 1 - y + y ^ 2 := by
    rw [← one_div, div_le_iff₀ h1]
    nlinarith [pow_nonneg hy 3]
  linarith
```

Set $y=x^2/D$ and integrate over the disorder window, using
$$\int_{-W/2}^{W/2}x^2\,dx=\frac{W^3}{12},\qquad \int_{-W/2}^{W/2}x^4\,dx=\frac{W^5}{80}.$$
The result is
$$\frac{W^3}{12D}-\frac{W^5}{80D^2}\le\int_{-W/2}^{W/2}\ln\!\left(1+\frac{x^2}{D}\right)dx\le\frac{W^3}{12D}.$$
Dividing by $W$ for the average and by $W^2$ for the scaling gives the two-sided estimate of the opening.

In the proof, `m2` and `m4` are the two moments, `pu` and `pl` are the pointwise bounds, and `up` and `lo` are their integrated forms. The estimate holds for every $W>0$, although its lower side improves on the trivial bound $F(W)\ge0$ only when $W^2<20D/3$.

```lean
/-- For an energy inside the band and every disorder width `W > 0`, the average divided by `W²` is
at most `1/(12(4t² - E²))` and falls below it by at most `W²/(80(4t² - E²)²)`. -/
theorem disorderAverage_bounds {t E W : ℝ} (h : E ^ 2 < 4 * t ^ 2) (hW : 0 < W) :
    1 / (12 * (4 * t ^ 2 - E ^ 2)) - W ^ 2 / (80 * (4 * t ^ 2 - E ^ 2) ^ 2)
        ≤ disorderAverage t E W / W ^ 2 ∧
      disorderAverage t E W / W ^ 2 ≤ 1 / (12 * (4 * t ^ 2 - E ^ 2)) := by
  have hD : 0 < 4 * t ^ 2 - E ^ 2 := by linarith
  unfold disorderAverage
  generalize 4 * t ^ 2 - E ^ 2 = D at hD ⊢
  have hab : -(W / 2) ≤ W / 2 := by linarith
  have hlog : Continuous fun x : ℝ => Real.log (1 + x ^ 2 / D) :=
    Continuous.log (by fun_prop) (fun x => by positivity)
  have h2 : Continuous fun x : ℝ => x ^ 2 / D := by fun_prop
  have h4 : Continuous fun x : ℝ => x ^ 4 / D ^ 2 := by fun_prop
  -- second and fourth moments of the disorder window
  have m2 : ∫ x in (-(W / 2))..(W / 2), x ^ 2 / D = W ^ 3 / (12 * D) := by
    rw [intervalIntegral.integral_div, integral_pow]
    push_cast
    ring
  have m4 : ∫ x in (-(W / 2))..(W / 2), x ^ 4 / D ^ 2 = W ^ 5 / (80 * D ^ 2) := by
    rw [intervalIntegral.integral_div, integral_pow]
    push_cast
    ring
  have il : IntervalIntegrable (fun x : ℝ => Real.log (1 + x ^ 2 / D))
      MeasureTheory.volume (-(W / 2)) (W / 2) := hlog.intervalIntegrable _ _
  have i2 : IntervalIntegrable (fun x : ℝ => x ^ 2 / D)
      MeasureTheory.volume (-(W / 2)) (W / 2) := h2.intervalIntegrable _ _
  have i4 : IntervalIntegrable (fun x : ℝ => x ^ 4 / D ^ 2)
      MeasureTheory.volume (-(W / 2)) (W / 2) := h4.intervalIntegrable _ _
  have i24 : IntervalIntegrable (fun x : ℝ => x ^ 2 / D - x ^ 4 / D ^ 2)
      MeasureTheory.volume (-(W / 2)) (W / 2) := (h2.sub h4).intervalIntegrable _ _
  -- pointwise bounds on the logarithm, integrated over the window
  have pu : ∀ x : ℝ, Real.log (1 + x ^ 2 / D) ≤ x ^ 2 / D := by
    intro x
    have hp : 0 < 1 + x ^ 2 / D := by positivity
    linarith [Real.log_le_sub_one_of_pos hp]
  have pl : ∀ x : ℝ, x ^ 2 / D - x ^ 4 / D ^ 2 ≤ Real.log (1 + x ^ 2 / D) := by
    intro x
    have hy : 0 ≤ x ^ 2 / D := by positivity
    calc x ^ 2 / D - x ^ 4 / D ^ 2 = x ^ 2 / D - (x ^ 2 / D) ^ 2 := by ring
      _ ≤ Real.log (1 + x ^ 2 / D) := sub_sq_le_log hy
  have up : (∫ x in (-(W / 2))..(W / 2), Real.log (1 + x ^ 2 / D))
      ≤ ∫ x in (-(W / 2))..(W / 2), x ^ 2 / D :=
    intervalIntegral.integral_mono_on hab il i2 (fun x _ => pu x)
  have lo : (∫ x in (-(W / 2))..(W / 2), (x ^ 2 / D - x ^ 4 / D ^ 2))
      ≤ ∫ x in (-(W / 2))..(W / 2), Real.log (1 + x ^ 2 / D) :=
    intervalIntegral.integral_mono_on hab i24 il (fun x _ => pl x)
  rw [m2] at up
  rw [intervalIntegral.integral_sub i2 i4, m2, m4] at lo
  rw [div_div]
  constructor
  · rw [le_div_iff₀ (by positivity)]
    refine le_trans (le_of_eq ?_) lo
    ring
  · rw [div_le_iff₀ (by positivity)]
    refine le_trans up (le_of_eq ?_)
    ring
```

As $W\to0^+$ the correction $W^2/(80D^2)$ vanishes, both bounds tend to $1/(12D)$, and $F(W)/W^2$ is squeezed between them. The filter `𝓝[>] 0` expresses the approach through positive $W$. The energy is held fixed in this limit, so nothing is said about $E$ approaching a band edge while $W$ shrinks.

```lean
/-- Weak-disorder limit: for an energy inside the band, the disorder average divided by `W²`
tends to `1/(12(4t² - E²))` as the disorder width `W` tends to zero from above. -/
theorem weak_disorder_limit {t E : ℝ} (h : E ^ 2 < 4 * t ^ 2) :
    Tendsto (fun W : ℝ => disorderAverage t E W / W ^ 2) (𝓝[>] 0)
      (𝓝 (1 / (12 * (4 * t ^ 2 - E ^ 2)))) := by
  have hc : Continuous fun W : ℝ =>
      1 / (12 * (4 * t ^ 2 - E ^ 2)) - W ^ 2 / (80 * (4 * t ^ 2 - E ^ 2) ^ 2) :=
    continuous_const.sub ((continuous_id.pow 2).div_const _)
  have hl := (hc.tendsto' 0 (1 / (12 * (4 * t ^ 2 - E ^ 2))) (by simp)).mono_left
    (nhdsWithin_le_nhds (s := Set.Ioi (0 : ℝ)))
  -- squeeze between the finite-width bounds
  refine tendsto_of_tendsto_of_tendsto_of_le_of_le' hl tendsto_const_nhds ?_ ?_
  · filter_upwards [self_mem_nhdsWithin] with W hW
    exact (disorderAverage_bounds h hW).1
  · filter_upwards [self_mem_nhdsWithin] with W hW
    exact (disorderAverage_bounds h hW).2

end

end WeakDisorderLocalization
```

```lean
#print axioms WeakDisorderLocalization.neg_log_transmission
-- 'WeakDisorderLocalization.neg_log_transmission' depends on axioms: [propext, Classical.choice, Quot.sound]
#print axioms WeakDisorderLocalization.weak_disorder_limit
-- 'WeakDisorderLocalization.weak_disorder_limit' depends on axioms: [propext, Classical.choice, Quot.sound]
```

## The coefficient in a transfer-matrix calculation

A program for a chain with independent random site energies $x_n$ typically iterates
$$\psi_{n+1}=\frac{E-x_n}{t}\,\psi_n-\psi_{n-1}$$
with regular rescaling, and records the growth rate $\gamma$ of $\ln|\psi_n|$ per site. If the single-site values of $-\ln|\tau|^2$ simply add along the chain, then $\gamma\approx F(W)/2\approx W^2/(24D)$, the factor $\tfrac12$ converting from intensity to amplitude. This additivity is a weak-disorder approximation that goes beyond the theorems above; it needs the phases between impurities to average out, and it fails at the band centre and close to the band edges.

The single-site average can also be computed directly by quadrature. For small $x$ the integrand is best evaluated as `log1p(x**2/D)`, since forming $1+x^2/D$ first loses digits. The finite-$W$ estimate then bounds the relative shortfall of $F(W)/W^2$ from its limit by $3W^2/(20D)$. At $t=1$, $E=1$, $W=1$ this bound is $0.05$; for small $W$ the true shortfall is about half the bound. It concerns the single-site average only, not the error of the estimate for $\gamma$.
